# Under a sign condition on φ_i φ_j H_ij, the transcorrelated energy of a fixed vector is largest at zero correlator and unbounded below

## Hamiltonian, reference vector and diagonal correlator

Let n be a finite set of basis states. The Hamiltonian H is a real symmetric matrix indexed by n, and the reference state φ is a real vector with components φ_i. The correlator is a real function τ on n, with values τ_i, and acts as the diagonal matrix with these entries. The indices may be grid points or lattice sites for one particle, or whole configurations for many particles. In the latter case τ_i is the value that a Jastrow or Gutzwiller exponent takes in configuration i. The comments in the code call the indices sites.

```lean
import Mathlib

open Matrix

namespace TranscorrelatedEnergy

noncomputable section

variable {n : Type*} [Fintype n] [DecidableEq n]
```

The transcorrelated Hamiltonian is the similarity transform

H(τ) = exp(−τ) H exp(τ).

It has the same eigenvalues as H but is in general not symmetric. In Lean, `diagonal τ` is the diagonal matrix and `NormedSpace.exp` is the matrix exponential, defined by its power series, so the definition doesn't presuppose any formula for the matrix elements.

```lean
/-- The transcorrelated Hamiltonian `exp(-τ) H exp(τ)` for a diagonal correlator `τ`. -/
def transcorrelated (H : Matrix n n ℝ) (τ : n → ℝ) : Matrix n n ℝ :=
  NormedSpace.exp (-diagonal τ) * H * NormedSpace.exp (diagonal τ)
```

The energy studied here is the expectation value of H(τ) in the fixed vector φ:

E(τ) = ⟨φ, exp(−τ) H exp(τ) φ⟩.

In the code `⬝ᵥ` is the dot product and `*ᵥ` applies a matrix to a vector. The vector φ need not be normalised. For φ ≠ 0 the energy per unit norm is E(τ)/⟨φ, φ⟩, and since the denominator doesn't depend on τ, statements about stationary points, maxima and unboundedness carry over to it.

E(τ) differs from the Rayleigh quotient of the correlated state exp(τ)φ. That quotient has exp(τ) on both sides of H and can't fall below the lowest eigenvalue. E(τ) has exp(−τ) on the left, and the variational bound is lost.

```lean
/-- The transcorrelated energy `⟨φ, exp(-τ) H exp(τ) φ⟩` of a real vector `φ`,
which is not required to be normalised. -/
def energy (H : Matrix n n ℝ) (φ τ : n → ℝ) : ℝ :=
  φ ⬝ᵥ (transcorrelated H τ *ᵥ φ)
```

## Matrix elements of the transformed Hamiltonian

Every power of a diagonal matrix is diagonal, with the powers of the entries on the diagonal. Summing the exponential series entry by entry gives

exp(τ)_ii = exp(τ_i), and exp(τ)_ij = 0 for i ≠ j.

Mathlib has this as `Matrix.exp_diagonal`. The remaining lines identify the general exponential of a real number with `Real.exp`.

```lean
/-- The exponential of a diagonal correlator is diagonal, with entries `exp(τ_i)`. -/
theorem exp_correlator (τ : n → ℝ) :
    NormedSpace.exp (diagonal τ) = diagonal (fun i => Real.exp (τ i)) := by
  rw [Matrix.exp_diagonal]
  congr 1
  funext i
  simp [Real.exp_eq_exp_ℝ]
```

With diagonal matrices on both sides, the double sum in the matrix product has a single term:

H(τ)_ij = exp(−τ_i) H_ij exp(τ_j) = H_ij exp(τ_j − τ_i).

The proof first writes −τ as a diagonal matrix with entries −τ_i, then applies the previous lemma to both exponentials and combines the factors with `Real.exp_add`. Diagonal elements are unchanged, and adding a constant to τ changes nothing at all.

```lean
/-- The correlator rescales the matrix element `H_ij` by `exp(τ_j - τ_i)`. -/
theorem transcorrelated_apply (H : Matrix n n ℝ) (τ : n → ℝ) (i j : n) :
    transcorrelated H τ i j = H i j * Real.exp (τ j - τ i) := by
  have hneg : -diagonal τ = diagonal (-τ) := by
    ext a b
    by_cases h : a = b <;> simp [h]
  unfold transcorrelated
  rw [hneg, exp_correlator, exp_correlator, Matrix.mul_diagonal, Matrix.diagonal_mul,
    Pi.neg_apply, sub_eq_add_neg, Real.exp_add]
  ring
```

## Symmetry turns the exponentials into hyperbolic cosines

Inserting the matrix elements into the energy gives

E(τ) = Σ_ij φ_i φ_j H_ij exp(τ_j − τ_i).

Exchanging the names i and j and using H_ji = H_ij gives the same energy with the exponent reversed:

E(τ) = Σ_ij φ_i φ_j H_ij exp(τ_i − τ_j).

Half the sum of the two lines is

E(τ) = Σ_ij φ_i φ_j H_ij cosh(τ_i − τ_j).

The first two expressions are `h1` and `h2` in the proof, where `Finset.sum_comm` exchanges the summations and `hH.apply` supplies the symmetry of H. The third statement, `h3`, says that twice the cosh sum equals the sum of the two exponential ones, and `linarith` concludes.

```lean
/-- For symmetric `H` the transcorrelated energy is `∑ φ_i φ_j H_ij cosh(τ_i - τ_j)`. -/
theorem energy_eq_sum_cosh {H : Matrix n n ℝ} (hH : H.IsSymm) (φ τ : n → ℝ) :
    energy H φ τ = ∑ i, ∑ j, φ i * φ j * H i j * Real.cosh (τ i - τ j) := by
  have h1 : energy H φ τ = ∑ i, ∑ j, φ i * φ j * H i j * Real.exp (τ j - τ i) := by
    simp only [energy, dotProduct, Matrix.mulVec, transcorrelated_apply, Finset.mul_sum]
    refine Finset.sum_congr rfl fun i _ => Finset.sum_congr rfl fun j _ => ?_
    ring
  -- exchanging the two sites reverses the exponent
  have h2 : energy H φ τ = ∑ i, ∑ j, φ i * φ j * H i j * Real.exp (τ i - τ j) := by
    rw [h1, Finset.sum_comm]
    refine Finset.sum_congr rfl fun i _ => Finset.sum_congr rfl fun j _ => ?_
    rw [hH.apply i j]
    ring
  have h3 : 2 * (∑ i, ∑ j, φ i * φ j * H i j * Real.cosh (τ i - τ j)) =
      (∑ i, ∑ j, φ i * φ j * H i j * Real.exp (τ j - τ i)) +
      ∑ i, ∑ j, φ i * φ j * H i j * Real.exp (τ i - τ j) := by
    simp only [Finset.mul_sum, ← Finset.sum_add_distrib]
    refine Finset.sum_congr rfl fun i _ => Finset.sum_congr rfl fun j _ => ?_
    rw [Real.cosh_eq, neg_sub]
    ring
  linarith
```

## The energy is stationary at τ = 0 for every φ

Vary τ in a direction η. The first-order change of the energy is

Σ_ij φ_i φ_j H_ij sinh(τ_i − τ_j) (η_i − η_j).

At τ = 0 every hyperbolic sine is sinh 0 = 0, so the change vanishes for all η. Neither the quality of φ nor the signs of the matrix elements matter.

`HasFDerivAt (energy H φ) 0 0` says that the full derivative with respect to all τ_i together is the zero linear map at the point τ = 0. This is stronger than the vanishing of each partial derivative. In the proof, `hc` is the zero slope of the scaled cosh at the origin, `comp_hasFDerivAt` is the chain rule through τ_i − τ_j, and `HasFDerivAt.fun_sum` adds the terms.

```lean
/-- For symmetric `H` and every `φ`, the energy is stationary at `τ = 0` with respect to
all variations of the correlator. -/
theorem energy_stationary {H : Matrix n n ℝ} (hH : H.IsSymm) (φ : n → ℝ) :
    HasFDerivAt (energy H φ) (0 : (n → ℝ) →L[ℝ] ℝ) 0 := by
  have h : ∀ i j, HasFDerivAt (fun τ : n → ℝ => φ i * φ j * H i j * Real.cosh (τ i - τ j))
      (0 : (n → ℝ) →L[ℝ] ℝ) 0 := by
    intro i j
    have hd : DifferentiableAt ℝ (fun τ : n → ℝ => τ i - τ j) 0 := by fun_prop
    -- the slope of cosh vanishes at the origin
    have hc : HasDerivAt (fun x => φ i * φ j * H i j * Real.cosh x) 0
        ((0 : n → ℝ) i - (0 : n → ℝ) j) := by
      simpa using (Real.hasDerivAt_cosh 0).const_mul (φ i * φ j * H i j)
    exact (hc.comp_hasFDerivAt (0 : n → ℝ) hd.hasFDerivAt).congr_fderiv (zero_smul _ _)
  have he : energy H φ = fun τ => ∑ i, ∑ j, φ i * φ j * H i j * Real.cosh (τ i - τ j) :=
    funext (energy_eq_sum_cosh hH φ)
  rw [he]
  have hs := HasFDerivAt.fun_sum (u := Finset.univ) fun i _ =>
    HasFDerivAt.fun_sum (u := Finset.univ) fun j _ => h i j
  exact hs.congr_fderiv (by simp)
```

## One pair bounds the energy from above

The cosh formula gives the exact energy change

E(τ) − E(0) = Σ_ij φ_i φ_j H_ij (cosh(τ_i − τ_j) − 1).

The diagonal terms are zero, and the last factor is never negative. Now assume

φ_i φ_j H_ij ≤ 0 for all i ≠ j.

This is the sign pattern of a particle hopping on a grid with negative off-diagonal elements, as a finite-difference kinetic energy with nearest-neighbour coupling has them, in a reference state without sign changes. Reversing the sign of a basis function changes φ_i and H_ij together and leaves the products as they are, so the condition doesn't depend on that choice.

Under this assumption no term of the sum is positive. Keeping only the term of a chosen ordered pair (k, l) therefore gives an upper bound:

E(τ) ≤ E(0) + φ_k φ_l H_kl (cosh(τ_k − τ_l) − 1).

For k ≠ l the pair (l, k) contributes the same amount again, but the weaker bound is enough for what follows.

In the proof, `h1` is the inequality for a single term. The nested `if` in `h2` adds the correction only at i = k and j = l, where the inequality becomes an equality. `Finset.sum_le_sum` sums over both indices, and the `simp only` line reduces the sum of the corrections to its one nonzero term.

```lean
/-- If `H` is symmetric and all off-diagonal `φ_i φ_j H_ij` are nonpositive, then for any sites
`k`, `l` the energy is at most its value at `τ = 0` plus `φ_k φ_l H_kl (cosh(τ_k - τ_l) - 1)`. -/
theorem energy_le_pair {H : Matrix n n ℝ} (hH : H.IsSymm) (φ τ : n → ℝ)
    (hle : ∀ i j, i ≠ j → φ i * φ j * H i j ≤ 0) (k l : n) :
    energy H φ τ ≤ energy H φ 0 + φ k * φ l * H k l * (Real.cosh (τ k - τ l) - 1) := by
  have h0 : energy H φ 0 = ∑ i, ∑ j, φ i * φ j * H i j := by
    simp [energy_eq_sum_cosh hH]
  have h1 : ∀ i j, φ i * φ j * H i j * Real.cosh (τ i - τ j) ≤ φ i * φ j * H i j := by
    intro i j
    by_cases hij : i = j
    · subst hij
      simp
    · nlinarith [hle i j hij, Real.one_le_cosh (τ i - τ j)]
  -- keep the pair (k, l) exactly and bound all others by their uncorrelated value
  have h2 : ∀ i j, φ i * φ j * H i j * Real.cosh (τ i - τ j) ≤ φ i * φ j * H i j +
      if j = l then (if i = k then φ k * φ l * H k l * (Real.cosh (τ k - τ l) - 1) else 0)
        else 0 := by
    intro i j
    by_cases hj : j = l
    · by_cases hi : i = k
      · rw [if_pos hj, if_pos hi, hi, hj]
        exact le_of_eq (by ring)
      · rw [if_pos hj, if_neg hi, add_zero]
        exact h1 i j
    · rw [if_neg hj, add_zero]
      exact h1 i j
  have h3 := Finset.sum_le_sum fun i (_ : i ∈ Finset.univ) =>
    Finset.sum_le_sum fun j (_ : j ∈ Finset.univ) => h2 i j
  simp only [Finset.sum_add_distrib, Finset.sum_ite_eq', Finset.mem_univ, if_true] at h3
  rw [h0, energy_eq_sum_cosh hH]
  exact h3
```

## Zero correlator is a global maximum, and when it is shared

Taking k = l makes the correction vanish, which leaves E(τ) ≤ E(0) for every τ.

For the case of equality, suppose first that E(τ) = E(0) while some pair has φ_i φ_j H_ij ≠ 0 and τ_i ≠ τ_j. Then i ≠ j, the product is strictly negative, and cosh(τ_i − τ_j) > 1. The pair bound gives E(τ) < E(0), a contradiction. Conversely, if τ_i = τ_j for every pair with a nonzero product, each term of the cosh sum keeps its value at τ = 0, and so does the energy.

For a nonempty basis the maximum is thus not a strict one. Join two basis states by an edge when φ_i φ_j H_ij ≠ 0: the correlators that keep the energy are those that are constant on each connected part of this graph. If the graph is connected, only uniform shifts of τ remain, and these leave H(τ) itself unchanged.

The three bullets of the proof are the inequality and the two directions of the equivalence. The first treats an empty basis separately, because there is then no k to choose.

```lean
/-- If `H` is symmetric and all off-diagonal `φ_i φ_j H_ij` are nonpositive, no correlator raises
the energy above its value at `τ = 0`; the value is kept exactly when `τ_i = τ_j` for all pairs
with `φ_i φ_j H_ij ≠ 0`. -/
theorem energy_le_and_eq_iff {H : Matrix n n ℝ} (hH : H.IsSymm) (φ τ : n → ℝ)
    (hle : ∀ i j, i ≠ j → φ i * φ j * H i j ≤ 0) :
    energy H φ τ ≤ energy H φ 0 ∧
      (energy H φ τ = energy H φ 0 ↔ ∀ i j, φ i * φ j * H i j ≠ 0 → τ i = τ j) := by
  refine ⟨?_, fun h i j hne => ?_, fun h => ?_⟩
  · rcases isEmpty_or_nonempty n with hn | ⟨⟨k⟩⟩
    · exact (congrArg (energy H φ) (Subsingleton.elim τ 0)).le
    · simpa using energy_le_pair hH φ τ hle k k
  · by_contra hτ
    have hij : i ≠ j := fun e => hτ (congrArg τ e)
    have hc := Real.one_lt_cosh.2 (sub_ne_zero.2 hτ)
    have hneg := lt_of_le_of_ne (hle i j hij) hne
    nlinarith [energy_le_pair hH φ τ hle i j, mul_pos (neg_pos.2 hneg) (sub_pos.2 hc)]
  · rw [energy_eq_sum_cosh hH φ τ, energy_eq_sum_cosh hH φ 0]
    refine Finset.sum_congr rfl fun i _ => Finset.sum_congr rfl fun j _ => ?_
    by_cases hne : φ i * φ j * H i j = 0
    · rw [hne, zero_mul, zero_mul]
    · simp [h i j hne]
```

## A strict pair makes the energy unbounded below

Suppose in addition that one off-diagonal product is strictly negative, say a = −φ_k φ_l H_kl > 0 with k ≠ l. Physically, the Hamiltonian couples two states that are both occupied in φ, and this coupling lowers the energy. Let B be any real number. Define

u = (E(0) − B)/a and s = 2(1 + u),

and choose the correlator with τ_k = s and all other values zero. The pair bound becomes

E(τ) ≤ E(0) − a (cosh s − 1).

Since exp(−s) > 0 and exp(s) ≥ 1 + s,

cosh s > exp(s)/2 ≥ (1 + s)/2 = 3/2 + u > 1 + u.

Hence E(τ) < E(0) − a u = B.

The final theorem joins this to the stationarity and the global maximum. Its hypotheses `hle` and `hlt` are the sign condition and the strict pair. The correlator is `Pi.single k (2 * (1 + u))`, the inequality for the hyperbolic cosine is `hc`, and `hd` evaluates τ_k − τ_l. The last `nlinarith` multiplies cosh s − (1 + u) > 0 by a > 0 and combines the product with the pair bound.

```lean
/-- Let `H` be symmetric with all off-diagonal `φ_i φ_j H_ij` nonpositive and at least one
negative. Then `τ = 0` is a stationary point and a global maximum of the transcorrelated energy,
which is unbounded below. -/
theorem maximum_and_unbounded {H : Matrix n n ℝ} (hH : H.IsSymm) (φ : n → ℝ)
    (hle : ∀ i j, i ≠ j → φ i * φ j * H i j ≤ 0)
    (hlt : ∃ i j, i ≠ j ∧ φ i * φ j * H i j < 0) :
    HasFDerivAt (energy H φ) (0 : (n → ℝ) →L[ℝ] ℝ) 0 ∧
      (∀ τ, energy H φ τ ≤ energy H φ 0) ∧ ∀ B : ℝ, ∃ τ, energy H φ τ < B := by
  refine ⟨energy_stationary hH φ, fun τ => (energy_le_and_eq_iff hH φ τ hle).1, fun B => ?_⟩
  obtain ⟨k, l, hkl, hneg⟩ := hlt
  obtain ⟨u, hu⟩ : ∃ u : ℝ, u * -(φ k * φ l * H k l) = energy H φ 0 - B :=
    ⟨_, div_mul_cancel₀ _ (neg_pos.2 hneg).ne'⟩
  -- a strong enough correlator on site k alone lowers the energy below B
  have hc : 1 + u < Real.cosh (2 * (1 + u)) := by
    rw [Real.cosh_eq]
    linarith [Real.add_one_le_exp (2 * (1 + u)), Real.exp_pos (-(2 * (1 + u)))]
  have hd : (Pi.single k (2 * (1 + u)) : n → ℝ) k - (Pi.single k (2 * (1 + u)) : n → ℝ) l =
      2 * (1 + u) := by
    simp [hkl.symm]
  have hp := energy_le_pair hH φ (Pi.single k (2 * (1 + u))) hle k l
  rw [hd] at hp
  refine ⟨Pi.single k (2 * (1 + u)), ?_⟩
  nlinarith [mul_pos (sub_pos.2 hc) (neg_pos.2 hneg)]

end

end TranscorrelatedEnergy
```

```lean
#print axioms TranscorrelatedEnergy.maximum_and_unbounded
```

```
'TranscorrelatedEnergy.maximum_and_unbounded' depends on axioms: [propext, Classical.choice, Quot.sound]
```

## Two sites, and the choice of a correlator

The smallest example has two sites, H_12 = H_21 = −1, zero diagonal elements, and the normalised vector φ = (1, 1)/√2. This φ is the exact ground state, with energy −1, yet

E(τ) = −cosh(τ_1 − τ_2).

Any correlator that distinguishes the sites takes the energy below the exact value, and a stronger one takes it lower still. The lower number is no sign of a better description.

For a fixed real φ in a finite basis, with a diagonal correlator and the signs assumed above, minimising the transcorrelated energy therefore can't determine τ: there is no minimum, and a search begun at τ = 0 starts from a maximum. Minimising a variance or solving projected equations are criteria of a different kind, to which this argument doesn't apply.

The theorem lets every τ_i vary freely, whereas a practical Jastrow factor has few parameters. The inequality E(τ) ≤ E(0) holds for any such restricted family as well, but unboundedness requires that the family can make τ_k − τ_l arbitrarily large for some pair with a negative product. Complex φ, Hermitian H with complex elements, correlators that aren't diagonal in the chosen basis, and the continuum limit all lie beyond these statements, as does a φ that is reoptimised along with τ.

## Correlating a single site without the sign condition

The cosh formula also gives a criterion that needs no assumption on the other signs. Let τ_k = t and let all other values be zero. Only pairs that contain k exactly once change, and they occur in both orders, so that

E(τ) − E(0) = 2 (cosh t − 1) Σ_{j≠k} φ_k φ_j H_kj = 2 (cosh t − 1) (φ_k (Hφ)_k − φ_k² H_kk).

If the last bracket is negative for some k, the energy is unbounded below as t grows. For an exact eigenvector, Hφ = λφ, the bracket is φ_k² (λ − H_kk), which is negative whenever φ_k ≠ 0 and λ < H_kk. This criterion is derived here in ordinary algebra only and has no Lean proof above.
